# Undamped SCF is repelled from the symmetric solution of a CNDO dimer when U > 2t + 3V

An SCF iteration acts on density matrices, but here its state is a single real number: the charge q shifted from one atom to the other, counted in electrons, with |q| ≤ 1. Two electrons occupy one orbital on each of two equivalent atoms, with populations 1 + q and 1 − q. A real closed-shell density then has bond order ±√(1 − q²), and the model takes the positive sign:

P(q) = [[1 + q, s], [s, 1 − q]], s = √(1 − q²).

Let −t be the resonance integral, U the repulsion of two electrons on one atom, and V that of electrons on different atoms. Assume t > 0 and U > V > 0, so that electrons repel more strongly on the same atom. Undamped SCF, which feeds each output density back unmixed, then converges to q = 0 from every start if U ≤ 2t + 3V. If U > 2t + 3V, every nonzero start leads to a charge oscillation whose amplitude tends to a fixed positive value.

## From the Fock matrix to the threshold

Let α be the energy of an electron in one of the two atomic orbitals in the field of that atom's own core (the code calls it the core level, but no inner shell is meant), and set h = U/2 − V and b = t + Vs/2. With unit core charges, the CNDO Fock matrix is

F = (α + U/2)·1 + [[hq, −b], [−b, −hq]].

Its eigenvalues are α + U/2 ∓ D, where D = √(h²q² + b²) > 0. Doubly filling the lower orbital gives the density

P′ = 1 − [[hq, −b], [−b, −hq]]/D.

Its bond order b/D is positive, so P′ has the assumed form, with charge

f(q) = −hq/D(q).

Since f(0) = 0, the difference quotient at zero is −h/D(q), which is continuous. With D(0) = t + V/2,

f′(0) = −h/(t + V/2) = (2V − U)/(2t + V).

Its magnitude exceeds 1 if U > 2t + 3V or V > U + 2t, and U > V rules out the second case.

For charges of any size, compare squares:

f² − q² = q²(h² − D²)/D²

h² − D² = h²s² − b² = (hs − b)(hs + b)

hs − b = ((U − 3V)s − 2t)/2, hs + b = t + (U − V)s/2 > 0.

For q ≠ 0, a step therefore enlarges |q| exactly when (U − 3V)s > 2t, and reduces it exactly when (U − 3V)s < 2t.

Moreover f² = h²q²/(h²q² + b²), and b does not increase with |q|, so |f| never decreases as |q| grows. The first step thus fixes the direction of all later ones: the sequence |qₙ| is monotone and bounded, and by continuity its limit L satisfies |f(L)| = L.

If U ≤ 2t + 3V, any L > 0 has s < 1, hence (U − 3V)s < 2t and |f(L)| < L, a contradiction. So L = 0.

If U > 2t + 3V, a positive L must satisfy (U − 3V)√(1 − L²) = 2t, which gives

L = q* = √(1 − (2t/(U − 3V))²).

The value L = 0 is excluded because m = min(|q₀|, q*) satisfies |f(m)| ≥ m, so by monotonicity |qₙ| ≥ m for all n. At q* one finds b = hs and D = h, hence f(±q*) = ∓q*.

## The model in Lean

All parameters are real numbers.

```lean
import Mathlib

open Filter Topology

namespace CNDODimer

noncomputable section

variable {t U V : ℝ}
```

The matrix indices 0 and 1 label the atoms.

```lean
/-- Closed-shell density matrix of two electrons on two atoms with populations `1 + q` and
`1 - q`, for `|q| ≤ 1`. -/
def density (q : ℝ) : Matrix (Fin 2) (Fin 2) ℝ :=
  !![1 + q, √(1 - q ^ 2); √(1 - q ^ 2), 1 - q]
```

`fock` accepts any 2 × 2 matrix P; the factors 1/2 come from exchange.

```lean
/-- CNDO Fock matrix of the dimer: core level `α`, resonance integral `-t`, one-centre repulsion
`U`, two-centre repulsion `V`, unit core charges. -/
def fock (α t U V : ℝ) (P : Matrix (Fin 2) (Fin 2) ℝ) : Matrix (Fin 2) (Fin 2) ℝ :=
  !![α + P 0 0 * U / 2 + (P 1 1 - 1) * V, -t - P 0 1 * V / 2;
     -t - P 1 0 * V / 2, α + P 1 1 * U / 2 + (P 0 0 - 1) * V]
```

The next three definitions are b, D and f. For |q| > 1 Lean's square root returns 0, and the formulas lose their physical meaning.

```lean
/-- Strength of the coupling between the atoms, including the exchange term. -/
def resonance (t V q : ℝ) : ℝ := t + V * √(1 - q ^ 2) / 2

/-- Half the distance between the two orbital energies at charge `q`. -/
def halfGap (t U V q : ℝ) : ℝ := √(((U / 2 - V) * q) ^ 2 + resonance t V q ^ 2)

/-- The undamped SCF charge update, for parameters `t, V > 0`. -/
def update (t U V q : ℝ) : ℝ := -((U / 2 - V) * q) / halfGap t U V q
```

The amplitude q* is called `slosh`.

```lean
/-- Amplitude of the charge oscillation, for `U > 2t + 3V` and `t, V > 0`. -/
def slosh (t U V : ℝ) : ℝ := √(1 - (2 * t / (U - 3 * V)) ^ 2)
```

## One SCF step

Positivity of b makes D positive, which allows division by D and orders the two levels.

```lean
/-- For `t, V > 0` the coupling and the half gap are positive, and the squared half gap is the sum
of the squared level shift and the squared coupling. -/
theorem gap_pos (ht : 0 < t) (hV : 0 < V) (U q : ℝ) :
    0 < resonance t V q ∧ 0 < halfGap t U V q ∧
      halfGap t U V q ^ 2 = ((U / 2 - V) * q) ^ 2 + resonance t V q ^ 2 := by
  have hb : 0 < resonance t V q := by unfold resonance; positivity
  exact ⟨hb, Real.sqrt_pos.2 (by positivity), Real.sq_sqrt (by positivity)⟩
```

The next theorem justifies calling `update` an SCF step. The new density satisfies P′² = 2P′, and F acts on P′ with the lower eigenvalue and on 2 − P′ with the upper one. The proof first obtains √(1 − f²) = b/D, rewrites F through f and D, and then checks matrix entries.

```lean
/-- For `t, V > 0` the updated charge is that of the doubly filled lower orbital of the Fock
matrix: the new density is idempotent up to the factor 2 and belongs to the lower level, its
complement to the upper one. -/
theorem update_aufbau (ht : 0 < t) (hV : 0 < V) (α U q : ℝ) :
    |update t U V q| ≤ 1 ∧
    density (update t U V q) * density (update t U V q) = (2 : ℝ) • density (update t U V q) ∧
    fock α t U V (density q) * density (update t U V q) =
      (α + U / 2 - halfGap t U V q) • density (update t U V q) ∧
    fock α t U V (density q) * ((2 : ℝ) • 1 - density (update t U V q)) =
      (α + U / 2 + halfGap t U V q) • ((2 : ℝ) • 1 - density (update t U V q)) := by
  obtain ⟨hb, hD, hD2⟩ := gap_pos ht hV U q
  have hf : update t U V q * halfGap t U V q = -((U / 2 - V) * q) :=
    div_mul_cancel₀ _ hD.ne'
  generalize update t U V q = f at *
  generalize halfGap t U V q = D at *
  have h1 : 1 - f ^ 2 = (resonance t V q / D) ^ 2 := by
    rw [div_pow, eq_div_iff (pow_ne_zero 2 hD.ne')]
    linear_combination hD2 - (f * D - (U / 2 - V) * q) * hf
  have h0 : 0 ≤ 1 - f ^ 2 := by rw [h1]; positivity
  have hs : √(1 - f ^ 2) * D = resonance t V q := by
    rw [h1, Real.sqrt_sq (by positivity), div_mul_cancel₀ _ hD.ne']
  have hfs : f ^ 2 + √(1 - f ^ 2) ^ 2 = 1 := by rw [Real.sq_sqrt h0]; ring
  -- the Fock matrix in terms of the new density
  have hF : fock α t U V (density q) = !![α + U / 2 - f * D, -(√(1 - f ^ 2) * D);
      -(√(1 - f ^ 2) * D), α + U / 2 + f * D] := by
    rw [hf, hs]
    ext i j
    fin_cases i <;> fin_cases j <;> simp [fock, density, resonance] <;> ring
  refine ⟨(sq_le_one_iff_abs_le_one _).1 (by linarith), ?_⟩
  rw [hF, density]
  generalize √(1 - f ^ 2) = s at hfs ⊢
  have h2 : D * f ^ 2 + D * s ^ 2 = D := by linear_combination D * hfs
  refine ⟨?_, ?_, ?_⟩ <;> ext i j <;> fin_cases i <;> fin_cases j <;>
    simp [Matrix.mul_apply, Fin.sum_univ_two] <;> linarith
```

The derivative is obtained as the limit of the difference quotient, so the square roots never have to be differentiated.

```lean
/-- For `t, V > 0` the update has slope `(2V - U)/(2t + V)` at the symmetric solution. -/
theorem hasDerivAt_update (ht : 0 < t) (hV : 0 < V) (U : ℝ) :
    HasDerivAt (update t U V) ((2 * V - U) / (2 * t + V)) 0 := by
  have hk : Continuous fun q => -(U / 2 - V) / halfGap t U V q :=
    Continuous.div (by fun_prop) (by unfold halfGap resonance; fun_prop)
      (fun q => (gap_pos ht hV U q).2.1.ne')
  have hg : halfGap t U V 0 = t + V / 2 := by
    rw [halfGap, show ((U / 2 - V) * 0) ^ 2 + resonance t V 0 ^ 2 = (t + V / 2) ^ 2 by
      simp [resonance], Real.sqrt_sq (by positivity)]
  have h0 : -(U / 2 - V) / halfGap t U V 0 = (2 * V - U) / (2 * t + V) := by
    rw [hg, div_eq_div_iff (by positivity) (by positivity)]; ring
  rw [hasDerivAt_iff_tendsto_slope, ← h0]
  -- away from zero the slope is a continuous function of the charge
  refine ((hk.tendsto 0).mono_left nhdsWithin_le_nhds).congr' ?_
  filter_upwards [self_mem_nhdsWithin] with q hq
  have hq' : q ≠ 0 := hq
  rw [slope_def_field, show update t U V 0 = 0 by simp [update], sub_zero, sub_zero,
    eq_div_iff hq', update]
  ring

/-- For `t > 0` and `U > V > 0` the slope at the symmetric solution exceeds one in magnitude
exactly when `U > 2t + 3V`. -/
theorem one_lt_abs_deriv_iff (ht : 0 < t) (hV : 0 < V) (hUV : V < U) :
    1 < |deriv (update t U V) 0| ↔ 2 * t + 3 * V < U := by
  have hp : 0 < 2 * t + V := by positivity
  rw [(hasDerivAt_update ht hV U).deriv, abs_div, abs_of_pos hp, one_lt_div hp, lt_abs]
  exact ⟨fun h => by rcases h with h | h <;> linarith, fun h => Or.inr (by linarith)⟩
```

The comparison of |f(q)| with |q| rests on `linear_combination`. After `generalize`, the updated charge and the two square roots are plain variables f, D and s, tied together only by `hf` (fD = −hq), `hD2` (the formula for D²) and `hs` (s² = 1 − q²). The tactic is given a multiplier for each equation, and `key` is accepted once the weighted sum matches it as a polynomial identity. This is the factorisation above, multiplied through by D².

```lean
/-- For `t > 0`, `U > V > 0` and `0 < |q| ≤ 1`, one SCF step enlarges `|q|` exactly when
`(U - 3V)√(1 - q²) > 2t`, and reduces it exactly when the opposite strict inequality holds. -/
theorem step_compare (ht : 0 < t) (hV : 0 < V) (hUV : V < U) {q : ℝ} (h0 : q ≠ 0)
    (hq : |q| ≤ 1) :
    (|q| < |update t U V q| ↔ 2 * t < (U - 3 * V) * √(1 - q ^ 2)) ∧
    (|update t U V q| < |q| ↔ (U - 3 * V) * √(1 - q ^ 2) < 2 * t) := by
  obtain ⟨-, hD, hD2⟩ := gap_pos ht hV U q
  have hf : update t U V q * halfGap t U V q = -((U / 2 - V) * q) :=
    div_mul_cancel₀ _ hD.ne'
  have hs := Real.sq_sqrt (sub_nonneg.2 ((sq_le_one_iff_abs_le_one q).2 hq))
  have hs0 := Real.sqrt_nonneg (1 - q ^ 2)
  unfold resonance at hD2
  generalize √(1 - q ^ 2) = s at *
  generalize update t U V q = f at *
  generalize halfGap t U V q = D at *
  have hK : 0 < q ^ 2 * (t + (U - V) * s / 2) / 2 := by
    have := sub_pos.2 hUV
    positivity
  have hDD : 0 < D ^ 2 := by positivity
  -- the change of the squared charge factorises
  have key : (f ^ 2 - q ^ 2) * D ^ 2 =
      ((U - 3 * V) * s - 2 * t) * (q ^ 2 * (t + (U - V) * s / 2) / 2) := by
    linear_combination (f * D - (U / 2 - V) * q) * hf - q ^ 2 * hD2 -
      q ^ 2 * (U / 2 - V) ^ 2 * hs
  have key' : (q ^ 2 - f ^ 2) * D ^ 2 =
      (2 * t - (U - 3 * V) * s) * (q ^ 2 * (t + (U - V) * s / 2) / 2) := by
    linear_combination -key
  have h1 : 0 < f ^ 2 - q ^ 2 ↔ 0 < (U - 3 * V) * s - 2 * t := by
    rw [← mul_pos_iff_of_pos_right hDD, key, mul_pos_iff_of_pos_right hK]
  have h2 : 0 < q ^ 2 - f ^ 2 ↔ 0 < 2 * t - (U - 3 * V) * s := by
    rw [← mul_pos_iff_of_pos_right hDD, key', mul_pos_iff_of_pos_right hK]
  exact ⟨sq_lt_sq.symm.trans (sub_pos.symm.trans (h1.trans sub_pos)),
    sq_lt_sq.symm.trans (sub_pos.symm.trans (h2.trans sub_pos))⟩

/-- For `t, V > 0` a larger input charge never gives a smaller output charge, in magnitude. -/
theorem step_mono (ht : 0 < t) (hV : 0 < V) (U : ℝ) {x y : ℝ} (h : |x| ≤ |y|) :
    |update t U V x| ≤ |update t U V y| := by
  obtain ⟨-, hx, hx2⟩ := gap_pos ht hV U x
  obtain ⟨hb, hy, hy2⟩ := gap_pos ht hV U y
  have hxy := sq_le_sq.2 h
  have hr : resonance t V y ≤ resonance t V x := by
    have := Real.sqrt_le_sqrt (sub_le_sub_left hxy 1)
    unfold resonance
    gcongr
  have h2 := mul_le_mul hxy (pow_le_pow_left₀ hb.le hr 2) (sq_nonneg _) (sq_nonneg y)
  rw [← sq_le_sq, update, update, div_pow, div_pow,
    div_le_div_iff₀ (pow_pos hx 2) (pow_pos hy 2), hx2, hy2]
  linarith [mul_le_mul_of_nonneg_left h2 (sq_nonneg (U / 2 - V))]
```

## Limits of the iteration

`(update t U V)^[n] q` is qₙ for the start q. Induction with `step_mono` extends the direction of the first step to all n, and uniqueness of limits gives |f(L)| = L.

```lean
/-- For `t, V > 0` and a start `|q| ≤ 1`, the magnitude of the SCF charge converges to a value in
`[0, 1]` that one SCF step preserves in magnitude. -/
theorem exists_limit (ht : 0 < t) (hV : 0 < V) (U : ℝ) {q : ℝ} (hq : |q| ≤ 1) :
    ∃ L, Tendsto (fun n => |(update t U V)^[n] q|) atTop (𝓝 L) ∧
      |update t U V L| = L ∧ 0 ≤ L ∧ L ≤ 1 := by
  have hc : Continuous (update t U V) := by
    show Continuous fun q => -((U / 2 - V) * q) / halfGap t U V q
    exact Continuous.div (by fun_prop) (by unfold halfGap resonance; fun_prop)
      (fun q => (gap_pos ht hV U q).2.1.ne')
  have h1 : ∀ n, |(update t U V)^[n] q| ≤ 1 := by
    intro n
    cases n with
    | zero => exact hq
    | succ n =>
      rw [Function.iterate_succ_apply']
      exact (update_aufbau ht hV 0 U _).1
  -- the first step decides whether the magnitudes rise or fall
  have hlim : ∃ L, Tendsto (fun n => |(update t U V)^[n] q|) atTop (𝓝 L) := by
    rcases le_total |(update t U V)^[0] q| |(update t U V)^[1] q| with h | h
    · refine ⟨_, tendsto_atTop_ciSup (monotone_nat_of_le_succ fun n => ?_)
        ⟨1, by rintro _ ⟨n, rfl⟩; exact h1 n⟩⟩
      induction n with
      | zero => exact h
      | succ n ih =>
        rw [Function.iterate_succ_apply' _ n, Function.iterate_succ_apply' _ (n + 1)]
        exact step_mono ht hV U ih
    · refine ⟨_, tendsto_atTop_ciInf (antitone_nat_of_succ_le fun n => ?_)
        ⟨0, by rintro _ ⟨n, rfl⟩; exact abs_nonneg _⟩⟩
      induction n with
      | zero => exact h
      | succ n ih =>
        rw [Function.iterate_succ_apply' _ n, Function.iterate_succ_apply' _ (n + 1)]
        exact step_mono ht hV U ih
  obtain ⟨L, hL⟩ := hlim
  refine ⟨L, hL, ?_, ge_of_tendsto' hL fun n => abs_nonneg _, le_of_tendsto' hL h1⟩
  refine tendsto_nhds_unique ((hc.abs.tendsto L).comp hL)
    (((tendsto_add_atTop_iff_nat 1).2 hL).congr fun n => ?_)
  rw [Function.iterate_succ_apply']
  exact le_antisymm (step_mono ht hV U (abs_abs _).ge) (step_mono ht hV U (abs_abs _).le)

/-- For `t, V > 0` and `U > 2t + 3V` the charges `±slosh`, strictly between 0 and 1 in magnitude,
are exchanged by the SCF step. -/
theorem two_cycle (ht : 0 < t) (hV : 0 < V) (hU : 2 * t + 3 * V < U) :
    0 < slosh t U V ∧ slosh t U V < 1 ∧
    (U - 3 * V) * √(1 - slosh t U V ^ 2) = 2 * t ∧
    update t U V (slosh t U V) = -slosh t U V ∧
    update t U V (-slosh t U V) = slosh t U V := by
  have hd : 0 < U - 3 * V := by linarith
  have hs0 : 0 < 2 * t / (U - 3 * V) := by positivity
  have hs1 : 2 * t / (U - 3 * V) < 1 := (div_lt_one hd).2 (by linarith)
  have hst : (U - 3 * V) * (2 * t / (U - 3 * V)) = 2 * t := by field_simp
  have hq2 : slosh t U V ^ 2 = 1 - (2 * t / (U - 3 * V)) ^ 2 :=
    Real.sq_sqrt (by nlinarith)
  have hroot : √(1 - slosh t U V ^ 2) = 2 * t / (U - 3 * V) := by
    rw [hq2, sub_sub_cancel, Real.sqrt_sq hs0.le]
  have hpos : 0 < slosh t U V := Real.sqrt_pos.2 (by nlinarith)
  have hh : 0 < U / 2 - V := by linarith
  -- on the cycle the half gap equals `U / 2 - V`
  have hD : halfGap t U V (slosh t U V) = U / 2 - V := by
    have hr : resonance t V (slosh t U V) = (U / 2 - V) * (2 * t / (U - 3 * V)) := by
      rw [resonance, hroot]
      linear_combination -hst / 2
    rw [halfGap, hr, mul_pow, hq2, show (U / 2 - V) ^ 2 * (1 - (2 * t / (U - 3 * V)) ^ 2) +
      ((U / 2 - V) * (2 * t / (U - 3 * V))) ^ 2 = (U / 2 - V) ^ 2 by ring,
      Real.sqrt_sq hh.le]
  have hD' : halfGap t U V (-slosh t U V) = U / 2 - V := by
    rw [← hD]; simp [halfGap, resonance]
  refine ⟨hpos, by nlinarith, by rw [hroot, hst], ?_, ?_⟩
  · rw [update, hD, div_eq_iff hh.ne']; ring
  · rw [update, hD', div_eq_iff hh.ne']; ring
```

The convergence theorem includes the boundary U = 2t + 3V, where the slope is −1 and linearisation decides nothing.

```lean
/-- For `t > 0`, `U > V > 0` and `U ≤ 2t + 3V`, undamped SCF converges to the symmetric solution
from every charge `|q| ≤ 1`. -/
theorem scf_converges (ht : 0 < t) (hV : 0 < V) (hUV : V < U) (hU : U ≤ 2 * t + 3 * V)
    {q : ℝ} (hq : |q| ≤ 1) :
    Tendsto (fun n => (update t U V)^[n] q) atTop (𝓝 0) := by
  obtain ⟨L, hL, hfix, hL0, hL1⟩ := exists_limit ht hV U hq
  have hz : L = 0 := by
    by_contra hne
    have hs0 := Real.sqrt_nonneg (1 - L ^ 2)
    have hs1 : √(1 - L ^ 2) < 1 := by
      rw [Real.sqrt_lt' one_pos]
      have : 0 < L ^ 2 := by positivity
      linarith
    have hlt := (step_compare ht hV hUV hne (by rwa [abs_of_nonneg hL0])).2.2 (by nlinarith)
    rw [hfix, abs_of_nonneg hL0] at hlt
    exact lt_irrefl _ hlt
  rw [hz] at hL
  exact (tendsto_zero_iff_abs_tendsto_zero _).2 hL
```

Above the threshold the theorem concerns magnitudes. The alternating sign can be read from f = −hq/D with h > 0.

```lean
/-- For `t, V > 0` and `U > 2t + 3V`, undamped SCF is repelled from the symmetric solution: from
every charge `0 < |q| ≤ 1` the magnitude of the charge tends to the positive value `slosh`. -/
theorem scf_repelled (ht : 0 < t) (hV : 0 < V) (hU : 2 * t + 3 * V < U)
    {q : ℝ} (h0 : q ≠ 0) (hq : |q| ≤ 1) :
    0 < slosh t U V ∧
      Tendsto (fun n => |(update t U V)^[n] q|) atTop (𝓝 (slosh t U V)) := by
  obtain ⟨hp, hp1, hroot, -, -⟩ := two_cycle ht hV hU
  obtain ⟨L, hL, hfix, hL0, hL1⟩ := exists_limit ht hV U hq
  have hUV : V < U := by linarith
  have hd : 0 < U - 3 * V := by linarith
  obtain ⟨m, hm0, hmq, hms⟩ : ∃ m, 0 < m ∧ m ≤ |q| ∧ m ≤ slosh t U V :=
    ⟨min |q| (slosh t U V), lt_min (abs_pos.2 h0) hp, min_le_left _ _, min_le_right _ _⟩
  -- a charge below the cycle amplitude does not shrink
  have hstep : m ≤ |update t U V m| := by
    by_contra hlt
    have hc := (step_compare ht hV hUV hm0.ne' (by rw [abs_of_pos hm0]; linarith)).2.1
      (by rw [abs_of_pos hm0]; exact not_le.1 hlt)
    have hr : √(1 - slosh t U V ^ 2) ≤ √(1 - m ^ 2) :=
      Real.sqrt_le_sqrt (sub_le_sub_left (pow_le_pow_left₀ hm0.le hms 2) 1)
    linarith [mul_le_mul_of_nonneg_left hr hd.le]
  have hlow : ∀ n, m ≤ |(update t U V)^[n] q| := by
    intro n
    induction n with
    | zero => exact hmq
    | succ n ih =>
      rw [Function.iterate_succ_apply']
      exact hstep.trans (step_mono ht hV U (by rwa [abs_of_pos hm0]))
  have hLp : 0 < L := hm0.trans_le (ge_of_tendsto' hL hlow)
  -- the limit is preserved in magnitude, which fixes its value
  have hc := step_compare ht hV hUV hLp.ne' (by rwa [abs_of_pos hLp])
  rw [hfix, abs_of_pos hLp] at hc
  have he : (U - 3 * V) * √(1 - L ^ 2) = (U - 3 * V) * √(1 - slosh t U V ^ 2) := by
    rw [hroot]
    exact le_antisymm (not_lt.1 fun h => lt_irrefl _ (hc.1.2 h))
      (not_lt.1 fun h => lt_irrefl _ (hc.2.2 h))
  have hsq := (Real.sqrt_inj (by nlinarith) (by nlinarith)).1 (mul_left_cancel₀ hd.ne' he)
  have hLs : L = slosh t U V := (sq_eq_sq₀ hL0 hp.le).1 (by linarith)
  exact ⟨hp, hLs ▸ hL⟩

end

end CNDODimer
```

```lean
#print axioms CNDODimer.one_lt_abs_deriv_iff
#print axioms CNDODimer.scf_converges
#print axioms CNDODimer.scf_repelled
```

```
'CNDODimer.one_lt_abs_deriv_iff' depends on axioms: [propext, Classical.choice, Quot.sound]
'CNDODimer.scf_converges' depends on axioms: [propext, Classical.choice, Quot.sound]
'CNDODimer.scf_repelled' depends on axioms: [propext, Classical.choice, Quot.sound]
```

## Four charges at t = V = 1, U = 10

In a program for this undamped iteration, one step builds F from P, diagonalises it, doubly fills the lower orbital and passes the new P on. With these values the threshold is 5 and f′(0) = −8/3. Starting from q = 0.01, the charges are

0.01, −0.027, 0.071, −0.186, …

and their magnitude tends to q* ≈ 0.958. In this two-orbital, closed-shell model, charge sloshing thus occurs although a symmetric SCF solution exists. Averaging input and output charge at each step would change the slope at zero to (1 − 8/3)/2 = −5/6, so small charges would then decay.
